# An invertible periodic KKR matrix is inverted by a sum over crystal momenta

On a finite periodic lattice with the same scatterer at every site, each site block of the inverse of the KKR matrix is a phase-weighted average of small inverse matrices, one for each crystal momentum, provided that all of these small matrices are invertible.

Let G be the finite abelian group of lattice translations, N its order, and i, j its elements, which label the sites. Let m be the inverse of the single-site t-matrix and g(R) the structure constants for the translation R. Both are square complex matrices in the orbital channels. The KKR matrix M has the blocks

M_ij = m δ_ij − g(i−j).

A crystal momentum is a character χ of G, that is, a phase factor χ(R) = exp(i k·R) compatible with the periodic boundary conditions. With

g(χ) = Σ_R conj(χ(R)) g(R),

the scattering path operator τ = M⁻¹ has the blocks

τ_ij = (1/N) Σ_χ χ(i−j) (m − g(χ))⁻¹.

The determinant factorises whether or not the blocks are invertible:

det M = ∏_χ det(m − g(χ)).

## The k-mesh sum in a KKR code

A KKR code for non-interacting electrons in a perfect crystal can obtain τ by inverting m − g(k) on a mesh and summing with phases. On the full uniform mesh that belongs to G, which contains k = 0, and with equal weights, this sum is the exact inverse for the finite periodic lattice whenever every m − g(k) on the mesh is invertible. Mesh error appears only in the comparison with the infinite crystal.

This gives a consistency check of the mesh sum and its factor 1/N: build M for a few sites, invert it densely, and compare with the mesh sum. Both sides must use the same periodic g(R), which can be obtained from the mesh values g(k) by an inverse discrete Fourier transform. Some sign errors pass the check: on two sites every phase is ±1, and the same wrong sign in the inverse transform and in the mesh sum goes unnoticed.

## From Bloch waves to the inverse

Characters satisfy χ(i+j) = χ(i)χ(j) and χ(−i) = conj(χ(i)). Apply M to a Bloch wave and substitute R = i−j, so that χ(j) = χ(i) conj(χ(R)):

Σ_j M_ij χ(j) = m χ(i) − Σ_j g(i−j) χ(j)

= χ(i) [m − Σ_R conj(χ(R)) g(R)]

= χ(i) (m − g(χ)).

The Bloch waves are also complete. For a translation d, let S(d) = Σ_χ χ(d). There are N characters, so S(0) = N. If d ≠ 0, some character η has η(d) ≠ 1. Multiplication by η permutes the characters, so η(d) S(d) = S(d) and S(d) = 0. Therefore

(1/N) Σ_χ χ(i) conj(χ(j)) = δ_ij.

Now let a, b label channels, and define

U_(a,i),(b,χ) = δ_ab χ(i),

V_(a,χ),(b,i) = δ_ab conj(χ(i))/N.

Completeness says UV = 1. There are as many momenta as sites, so U is square up to relabelling and VU = 1 as well. The columns of U have norm √N; the normalised Bloch waves are χ(i)/√N.

Let D be block diagonal with blocks m − g(χ). The Bloch-wave calculation reads MU = UD, hence M = UDV. Since VU = 1,

det M = det(UDV) = det D = ∏_χ det(m − g(χ)).

If every block is invertible, so is D, and multiplying out U D⁻¹ V gives exactly the blocks τ_ij above. Then

Mτ = M U D⁻¹ V = U D D⁻¹ V = UV = 1,

and τM = 1 follows because M and τ are square.

Finally, the product of determinants is nonzero exactly when every factor is. So M is invertible exactly when every m − g(χ) is, and Mψ = 0 has a nonzero solution ψ exactly when some det(m − g(χ)) vanishes.

## The Lean file

```lean
import Mathlib

open Matrix
open scoped ComplexConjugate Classical

namespace ScatteringPathLattice

noncomputable section

variable {G L : Type*} [AddCommGroup G] [Fintype G] [DecidableEq G]
  [Fintype L] [DecidableEq L]

/-- The structure constants at crystal momentum `χ`: the lattice Fourier sum of `g R`. -/
def structureSum (g : G → Matrix L L ℂ) (χ : AddChar G ℂ) : Matrix L L ℂ :=
  ∑ R, conj (χ R) • g R

/-- The real-space KKR matrix, with blocks `m δ_ij - g (i - j)`; an index is a pair
(orbital channel, site). -/
def kkrMatrix (m : Matrix L L ℂ) (g : G → Matrix L L ℂ) : Matrix (L × G) (L × G) ℂ :=
  Matrix.of fun p q => (if p.2 = q.2 then m p.1 q.1 else 0) - g (p.2 - q.2) p.1 q.1

/-- The Brillouin-zone average with blocks `(1/N) ∑ χ, χ (i - j) (m - g(χ))⁻¹`, intended as the
scattering path operator when every `m - g(χ)` is invertible. Lean sets the inverse of a singular
matrix to 0. -/
def pathOperator (m : Matrix L L ℂ) (g : G → Matrix L L ℂ) : Matrix (L × G) (L × G) ℂ :=
  Matrix.of fun p q => (Fintype.card G : ℂ)⁻¹ *
    ∑ χ : AddChar G ℂ, χ (p.2 - q.2) * (m - structureSum g χ)⁻¹ p.1 q.1

variable (G L) in
/-- The matrix whose columns are the Bloch waves `χ i` in each orbital channel. -/
def blochMatrix : Matrix (L × G) (L × AddChar G ℂ) ℂ :=
  Matrix.of fun p q => if p.1 = q.1 then q.2 p.2 else 0

variable (G L) in
/-- The conjugate Bloch waves divided by the number of sites, arranged as rows. -/
def blochInverse : Matrix (L × AddChar G ℂ) (L × G) ℂ :=
  Matrix.of fun q p => if q.1 = p.1 then (Fintype.card G : ℂ)⁻¹ * conj (q.2 p.2) else 0

omit [Fintype L] [DecidableEq L] in
/-- Summing the KKR matrix against a Bloch wave returns the same wave times `m - g(χ)`. -/
theorem kkrMatrix_sum_bloch (m : Matrix L L ℂ) (g : G → Matrix L L ℂ)
    (χ : AddChar G ℂ) (a b : L) (i : G) :
    ∑ j, kkrMatrix m g (a, i) (b, j) * χ j = χ i * (m - structureSum g χ) a b := by
  -- shift the lattice sum to the relative vector `R = i - j`
  have hs : ∑ j, g (i - j) a b * χ j = χ i * structureSum g χ a b := by
    rw [structureSum, Matrix.sum_apply, Finset.mul_sum]
    refine Fintype.sum_equiv (Equiv.subLeft i) _ _ (fun j => ?_)
    have h : χ i * conj (χ (i - j)) = χ j := by
      rw [← AddChar.map_neg_eq_conj, ← AddChar.map_add_eq_mul]
      congr 1
      abel
    simp only [Equiv.subLeft_apply, Matrix.smul_apply, smul_eq_mul]
    linear_combination (-(g (i - j) a b)) * h
  simp only [kkrMatrix, Matrix.of_apply, sub_mul, Finset.sum_sub_distrib, hs,
    Matrix.sub_apply, ite_mul, zero_mul, Finset.sum_ite_eq, Finset.mem_univ, if_true]
  ring

/-- The matrices `blochMatrix` and `blochInverse` are mutually inverse. -/
theorem bloch_complete_orthonormal :
    blochMatrix G L * blochInverse G L = 1 ∧ blochInverse G L * blochMatrix G L = 1 := by
  have hc : ∀ i j : G, (Fintype.card G : ℂ)⁻¹ * ∑ χ : AddChar G ℂ, χ i * conj (χ j)
      = if i = j then 1 else 0 := by
    intro i j
    have h : ∀ χ : AddChar G ℂ, χ i * conj (χ j) = χ (i - j) := fun χ => by
      rw [← AddChar.map_neg_eq_conj, ← AddChar.map_add_eq_mul, sub_eq_add_neg]
    simp_rw [h]
    rw [AddChar.sum_apply_eq_ite]
    by_cases hij : i = j
    · simp [hij]
    · simp [hij, sub_eq_zero]
  have h1 : blochMatrix G L * blochInverse G L = 1 := by
    ext ⟨a, i⟩ ⟨b, j⟩
    rw [Matrix.mul_apply, Fintype.sum_prod_type, Finset.sum_eq_single a]
    · by_cases hab : a = b
      · subst hab
        have e : ∑ χ : AddChar G ℂ, blochMatrix G L (a, i) (a, χ) * blochInverse G L (a, χ) (a, j)
            = (Fintype.card G : ℂ)⁻¹ * ∑ χ : AddChar G ℂ, χ i * conj (χ j) := by
          rw [Finset.mul_sum]
          refine Finset.sum_congr rfl fun χ _ => ?_
          simp only [blochMatrix, blochInverse, Matrix.of_apply, if_true]
          ring
        rw [e, hc]
        by_cases hij : i = j <;> simp [hij, Matrix.one_apply]
      · simp [blochInverse, hab]
    · intro c _ hca
      simp [blochMatrix, hca.symm]
    · simp
  -- there are as many momenta as sites, so a one-sided inverse is two-sided
  have e : L × G ≃ L × AddChar G ℂ :=
    Fintype.equivOfCardEq (by rw [Fintype.card_prod, Fintype.card_prod, AddChar.card_eq])
  exact ⟨h1, (Matrix.mul_eq_one_comm_of_equiv e).1 h1⟩

omit [DecidableEq G] in
/-- Multiplying the Bloch waves by a momentum-diagonal operator `F` gives the entries
`χ i * F χ a b`. -/
theorem bloch_mul_blockDiagonal (F : AddChar G ℂ → Matrix L L ℂ) (a b : L) (i : G)
    (χ : AddChar G ℂ) :
    (blochMatrix G L * Matrix.blockDiagonal F) (a, i) (b, χ) = χ i * F χ a b := by
  rw [Matrix.mul_apply, Fintype.sum_prod_type, Finset.sum_eq_single a]
  · rw [Finset.sum_eq_single χ]
    · simp [blochMatrix, Matrix.blockDiagonal_apply]
    · intro ψ _ hψ
      simp [Matrix.blockDiagonal_apply, hψ]
    · simp
  · intro c _ hc
    simp [blochMatrix, hc.symm]
  · simp

/-- The KKR matrix times the Bloch matrix equals the Bloch matrix times the block-diagonal matrix
with one block `m - g(χ)` for each crystal momentum. -/
theorem kkrMatrix_mul_bloch (m : Matrix L L ℂ) (g : G → Matrix L L ℂ) :
    kkrMatrix m g * blochMatrix G L =
      blochMatrix G L * Matrix.blockDiagonal (fun χ => m - structureSum g χ) := by
  ext ⟨a, i⟩ ⟨b, χ⟩
  rw [bloch_mul_blockDiagonal, ← kkrMatrix_sum_bloch, Matrix.mul_apply,
    Fintype.sum_prod_type, Finset.sum_eq_single b]
  · simp [blochMatrix]
  · intro c _ hc
    simp [blochMatrix, hc]
  · simp

/-- The matrix `pathOperator` is the momentum-diagonal operator with blocks `(m - g(χ))⁻¹`,
transformed back to the lattice sites. -/
theorem pathOperator_eq_bloch (m : Matrix L L ℂ) (g : G → Matrix L L ℂ) :
    pathOperator m g = blochMatrix G L *
      Matrix.blockDiagonal (fun χ => (m - structureSum g χ)⁻¹) * blochInverse G L := by
  ext ⟨a, i⟩ ⟨b, j⟩
  rw [Matrix.mul_apply, Fintype.sum_prod_type, Finset.sum_eq_single b]
  · simp only [pathOperator, Matrix.of_apply]
    rw [Finset.mul_sum]
    refine Finset.sum_congr rfl fun χ _ => ?_
    rw [bloch_mul_blockDiagonal, sub_eq_add_neg i j, AddChar.map_add_eq_mul,
      AddChar.map_neg_eq_conj]
    simp only [blochInverse, Matrix.of_apply, if_true]
    ring
  · intro c _ hc
    simp [blochInverse, hc]
  · simp

/-- The KKR determinant of the lattice is the product over crystal momenta of the
determinants of `m - g(χ)`. -/
theorem det_kkrMatrix (m : Matrix L L ℂ) (g : G → Matrix L L ℂ) :
    (kkrMatrix m g).det = ∏ χ : AddChar G ℂ, (m - structureSum g χ).det := by
  obtain ⟨h1, h2⟩ := bloch_complete_orthonormal (G := G) (L := L)
  have hM : kkrMatrix m g = blochMatrix G L *
      Matrix.blockDiagonal (fun χ => m - structureSum g χ) * blochInverse G L := by
    rw [← kkrMatrix_mul_bloch, Matrix.mul_assoc, h1, Matrix.mul_one]
  rw [hM, Matrix.det_conj_of_mul_eq_one h1 h2, Matrix.det_blockDiagonal]

/-- If `m - g(χ)` is invertible at every crystal momentum, the Brillouin-zone average
`pathOperator` is the two-sided inverse of the KKR matrix. -/
theorem pathOperator_is_inverse (m : Matrix L L ℂ) (g : G → Matrix L L ℂ)
    (h : ∀ χ : AddChar G ℂ, IsUnit (m - structureSum g χ)) :
    kkrMatrix m g * pathOperator m g = 1 ∧ pathOperator m g * kkrMatrix m g = 1 := by
  -- invert momentum by momentum
  have hD : Matrix.blockDiagonal (fun χ : AddChar G ℂ => m - structureSum g χ) *
      Matrix.blockDiagonal (fun χ => (m - structureSum g χ)⁻¹) = 1 := by
    rw [← Matrix.blockDiagonal_mul]
    have hf : (fun χ : AddChar G ℂ => (m - structureSum g χ) * (m - structureSum g χ)⁻¹) = 1 :=
      funext fun χ => Matrix.mul_nonsing_inv _ ((Matrix.isUnit_iff_isUnit_det _).1 (h χ))
    rw [hf, Matrix.blockDiagonal_one]
  have h1 : kkrMatrix m g * pathOperator m g = 1 := by
    rw [pathOperator_eq_bloch, ← Matrix.mul_assoc, ← Matrix.mul_assoc, kkrMatrix_mul_bloch,
      Matrix.mul_assoc (blochMatrix G L), hD, Matrix.mul_one, bloch_complete_orthonormal.1]
  exact ⟨h1, mul_eq_one_comm.1 h1⟩

/-- The KKR matrix is invertible exactly when `m - g(χ)` is invertible at every
crystal momentum. -/
theorem isUnit_kkrMatrix_iff (m : Matrix L L ℂ) (g : G → Matrix L L ℂ) :
    IsUnit (kkrMatrix m g) ↔ ∀ χ : AddChar G ℂ, IsUnit (m - structureSum g χ) := by
  simp only [Matrix.isUnit_iff_isUnit_det, isUnit_iff_ne_zero, det_kkrMatrix,
    Finset.prod_ne_zero_iff, Finset.mem_univ, true_implies]

/-- The KKR secular equation: the multiple-scattering equations have a nonzero solution
without incident wave exactly when `det (m - g(χ)) = 0` at some crystal momentum. -/
theorem kkr_secular_equation (m : Matrix L L ℂ) (g : G → Matrix L L ℂ) :
    (∃ ψ : L × G → ℂ, ψ ≠ 0 ∧ kkrMatrix m g *ᵥ ψ = 0) ↔
      ∃ χ : AddChar G ℂ, (m - structureSum g χ).det = 0 := by
  rw [Matrix.exists_mulVec_eq_zero_iff, det_kkrMatrix, Finset.prod_eq_zero_iff]
  simp only [Finset.mem_univ, true_and]

end

end ScatteringPathLattice
```

```lean
#print axioms ScatteringPathLattice.pathOperator_is_inverse
-- 'ScatteringPathLattice.pathOperator_is_inverse' depends on axioms: [propext, Classical.choice, Quot.sound]
#print axioms ScatteringPathLattice.isUnit_kkrMatrix_iff
-- 'ScatteringPathLattice.isUnit_kkrMatrix_iff' depends on axioms: [propext, Classical.choice, Quot.sound]
#print axioms ScatteringPathLattice.kkr_secular_equation
-- 'ScatteringPathLattice.kkr_secular_equation' depends on axioms: [propext, Classical.choice, Quot.sound]
```

## How the definitions map to a code's arrays

`G` is any finite additive abelian group; for a three-dimensional mesh it is a product of three cyclic groups. `AddChar G ℂ` is the set of crystal momenta, and `L` is the finite set of channels. Matrix indices are pairs (channel, site), with the channel first. A code that stores the site first has the same matrix up to one permutation of rows and columns.

`structureSum` fixes the Fourier sign: with R = i−j the phase is exp(−i k·R). A code that defines R as j−i has the opposite sign in the exponent. `kkrMatrix` takes the difference i−j in the group, so translations wrap around the periodic cell. `pathOperator` is the momentum average with its factor 1/N.

The matrices `m` and `g` are arbitrary. No symmetry is required, `g 0` need not vanish, and `m` need not come from an actual t-matrix. Energy does not appear, so each statement applies at one fixed energy with the values of `m` and `g` taken there.

## Four theorems and the steps behind them

`det_kkrMatrix` is the determinant product and has no invertibility hypothesis. `pathOperator_is_inverse` assumes that every block is invertible and gives both Mτ = 1 and τM = 1. `isUnit_kkrMatrix_iff` shows that this assumption is equivalent to invertibility of M. `kkr_secular_equation` concerns nonzero amplitudes ψ that persist without an incident wave.

The proofs follow the derivation closely:

- `kkrMatrix_sum_bloch` applies M to a Bloch wave. `Equiv.subLeft i` is the substitution R = i−j.
- `bloch_complete_orthonormal` proves UV = 1 from the character sum `AddChar.sum_apply_eq_ite`, then obtains VU = 1 by counting momenta and sites.
- `bloch_mul_blockDiagonal` computes the entries of U times a momentum-diagonal matrix, and `kkrMatrix_mul_bloch` uses them to establish MU = UD. In both, `Finset.sum_eq_single` collapses a sum over a Kronecker delta.
- `pathOperator_eq_bloch` identifies the momentum average with U D⁻¹ V by splitting χ(i−j) into χ(i) conj(χ(j)).
- `det_kkrMatrix` writes M = UDV and removes the outer factors with `Matrix.det_conj_of_mul_eq_one`.
- `pathOperator_is_inverse` inverts D block by block, and the last two theorems read their criteria off the determinant product.

## A singular block on two sites

The invertibility hypothesis says that no Bloch wave solves the scattering equations by itself at the chosen energy. Where a band crosses that energy at a mesh momentum, the hypothesis fails.

Take two sites, G = ℤ/2, and one channel, with m = 1, g(0) = 0 and g(1) = 1. These numbers are chosen to illustrate the algebra and do not describe a real scatterer. The two momenta have g(χ) = 1 and g(χ) = −1, so the blocks m − g(χ) are 0 and 2. The KKR matrix has the rows (1, −1) and (−1, 1). It annihilates the uniform vector (1, 1), so it has no inverse. The determinant formula still holds and reads 0 = 0 · 2.

Lean assigns the value 0 to the inverse of the singular block, so `pathOperator` is still defined here; its product with M has the rows (1/2, −1/2) and (−1/2, 1/2), which is not the identity.

## Exact algebra on a finite, perfect lattice

The theorems are exact statements over the complex numbers. They put no bound on rounding error, which can be large when a block is nearly singular. They take the channel set as given, so truncation in angular momentum is already contained in `m` and `g`. Every site carries the same `m`, which excludes impurities and the individual atomic arrangements of a disordered alloy. The limit of an infinite crystal, in which the average becomes a Brillouin-zone integral, needs a separate convergence argument.
